# For finitely many bands with positive weights, the linearised gap equation with a real symmetric interaction has a nonzero solution at some positive coupling exactly when the interaction is not positive semidefinite

The theorem `hasPairing_iff` concerns the linearised gap equation D = −t V W D on a finite set of bands, where V is a real symmetric interaction and W is the diagonal matrix of strictly positive band weights w. It states that a nonzero real gap D solves this equation at some coupling t > 0 if and only if V is not positive semidefinite. In the forward direction, the proof supposes that V is positive semidefinite and seeks a contradiction from the identity t (wD)·V(wD) = −∑ w_k D_k², whose right side is strictly negative for a nonzero gap. For the converse, it takes an eigenvector y with eigenvalue μ < 0 of the weighted matrix √w_k V_kl √w_l, and uses the coupling −1/μ and the gap y_k/√w_k.

As first written in Lean, the proof fails:

```lean
import Mathlib

open Matrix

namespace HasPairingIff

noncomputable section

variable {n : Type*} [Fintype n]

/-- The linearised gap equation `D = -t V W D` for the gap `D` on the bands, with pairing
interaction `V`, band weights `w` forming the diagonal matrix `W`, and coupling `t`. -/
def GapEquation (V : Matrix n n ℝ) (w : n → ℝ) (t : ℝ) (D : n → ℝ) : Prop :=
  ∀ k, D k = -t * ∑ l, V k l * w l * D l

/-- The interaction `V` with band weights `w` supports pairing: at some positive coupling the
gap equation has a nonzero real solution. -/
def HasPairing (V : Matrix n n ℝ) (w : n → ℝ) : Prop :=
  ∃ t : ℝ, 0 < t ∧ ∃ D : n → ℝ, D ≠ 0 ∧ GapEquation V w t D

/-- The interaction with the square roots of the band weights absorbed on both sides. -/
def weightedKernel (V : Matrix n n ℝ) (w : n → ℝ) : Matrix n n ℝ :=
  Matrix.of fun k l => √(w k) * V k l * √(w l)

/-- For a solution of the gap equation, the coupling times the interaction energy of the pair
amplitude `w D` equals minus the weighted square of the gap. -/
theorem interaction_energy {V : Matrix n n ℝ} {w D : n → ℝ} {t : ℝ}
    (h : GapEquation V w t D) :
    t * ((w * D) ⬝ᵥ V *ᵥ (w * D)) = -∑ k, w k * D k ^ 2 := by
  simp only [dotProduct, Matrix.mulVec, Pi.mul_apply]
  rw [Finset.mul_sum, ← Finset.sum_neg_distrib]
  refine Finset.sum_congr rfl fun k _ => ?_
  have e : ∑ l, V k l * (w l * D l) = ∑ l, V k l * w l * D l :=
    Finset.sum_congr rfl fun l _ => by ring
  rw [e]
  linear_combination w k * D k * h k

/-- A real symmetric matrix that is not positive semidefinite has an eigenvector with a
negative eigenvalue. -/
theorem exists_negative_mode {S : Matrix n n ℝ} (hS : S.IsHermitian)
    (h : ¬ S.PosSemidef) : ∃ μ : ℝ, μ < 0 ∧ ∃ y : n → ℝ, y ≠ 0 ∧ S *ᵥ y = μ • y := by
  classical
  rw [hS.posSemidef_iff_eigenvalues_nonneg, Pi.le_def] at h
  obtain ⟨j, hj⟩ := not_forall.mp h
  refine ⟨hS.eigenvalues j, not_le.mp hj, (hS.eigenvectorBasis j).ofLp, ?_,
    hS.mulVec_eigenvectorBasis j⟩
  intro h0
  apply hS.eigenvectorBasis.orthonormal.ne_zero j
  ext i
  exact congrFun h0 i

/-- For a symmetric interaction and positive band weights, pairing occurs exactly when the
interaction is not positive semidefinite. -/
theorem hasPairing_iff {V : Matrix n n ℝ} {w : n → ℝ} (hV : V.IsSymm)
    (hw : ∀ k, 0 < w k) : HasPairing V w ↔ ¬ V.PosSemidef := by
  constructor
  · -- a solution gives the interaction a direction of negative energy
    rintro ⟨t, ht, D, hD, h⟩ hp
    obtain ⟨j, hj⟩ := Function.ne_iff.mp hD
    have hsum : 0 < ∑ k, w k * D k ^ 2 :=
      Finset.sum_pos' (fun k _ => mul_nonneg (hw k).le (sq_nonneg _))
        ⟨j, Finset.mem_univ j, mul_pos (hw j) (pow_pos_of_ne hj)⟩
    have hq := hp.dotProduct_mulVec_nonneg (w * D)
    rw [star_trivial] at hq
    have := interaction_energy h
    linarith [mul_nonneg ht.le hq]
  · intro h
    have hs0 : ∀ k, √(w k) ≠ 0 := fun k => (Real.sqrt_pos.mpr (hw k)).ne'
    have hs : ∀ k, √(w k) * √(w k) = w k := fun k => Real.mul_self_sqrt (hw k).le
    have hS : (weightedKernel V w).IsHermitian := Matrix.IsHermitian.ext fun k l => by
      rw [star_trivial]
      change √(w l) * V l k * √(w k) = √(w k) * V k l * √(w l)
      rw [hV.apply k l]
      ring
    -- absorbing the weights preserves the failure of positivity
    have hn : ¬ (weightedKernel V w).PosSemidef := by
      intro hp
      apply h
      rw [Matrix.posSemidef_iff_dotProduct_mulVec]
      refine ⟨by
        rw [Matrix.IsHermitian, Matrix.conjTranspose_eq_transpose_of_trivial]
        exact hV, fun x => ?_⟩
      have hq := hp.dotProduct_mulVec_nonneg (fun k => x k / √(w k))
      convert hq using 1
      simp only [dotProduct, Matrix.mulVec, Pi.star_apply, star_trivial, weightedKernel,
        Matrix.of_apply]
      refine Finset.sum_congr rfl fun k _ => ?_
      rw [Finset.mul_sum, Finset.mul_sum]
      refine Finset.sum_congr rfl fun l _ => ?_
      have hk := hs0 k
      have hl := hs0 l
      field_simp
    obtain ⟨μ, hμ, y, hy, hSy⟩ := exists_negative_mode hS hn
    -- undo the weighting to turn the negative mode into a gap
    refine ⟨(-μ)⁻¹, inv_pos.mpr (neg_pos.mpr hμ), fun k => y k / √(w k), ?_, ?_⟩
    · intro h0
      apply hy
      funext k
      exact (div_eq_zero_iff.mp (congrFun h0 k)).resolve_right (hs0 k)
    · intro k
      change y k / √(w k) = -(-μ)⁻¹ * ∑ l, V k l * w l * (y l / √(w l))
      have e : ∑ l, √(w k) * V k l * √(w l) * y l = μ * y k := congrFun hSy k
      have e2 : ∑ l, √(w k) * V k l * √(w l) * y l
          = √(w k) * ∑ l, V k l * w l * (y l / √(w l)) := by
        rw [Finset.mul_sum]
        refine Finset.sum_congr rfl fun l _ => ?_
        have hl : w l * (y l / √(w l)) = √(w l) * y l := by
          rw [← mul_div_assoc, div_eq_iff (hs0 l)]
          linear_combination (-y l) * hs l
        linear_combination (-(√(w k) * V k l)) * hl
      have hT : ∑ l, V k l * w l * (y l / √(w l)) = μ * (y k / √(w k)) := by
        rw [← mul_div_assoc, eq_div_iff (hs0 k)]
        linear_combination e - e2
      rw [hT, inv_neg, neg_neg, ← mul_assoc, inv_mul_cancel₀ hμ.ne, one_mul]

end

end HasPairingIff
```

Messages:

```
Main.lean:62:47: error(lean.unknownIdentifier): Unknown identifier `pow_pos_of_ne`
```

After these edits no error is left:

```diff
@@ -60,5 +60,5 @@
     have hsum : 0 < ∑ k, w k * D k ^ 2 :=
       Finset.sum_pos' (fun k _ => mul_nonneg (hw k).le (sq_nonneg _))
-        ⟨j, Finset.mem_univ j, mul_pos (hw j) (pow_pos_of_ne hj)⟩
+        ⟨j, Finset.mem_univ j, mul_pos (hw j) (sq_pos_of_ne_zero hj)⟩
     have hq := hp.dotProduct_mulVec_nonneg (w * D)
     rw [star_trivial] at hq
```

Diagnosis. The message says that Lean can find nothing called `pow_pos_of_ne`. The name is used in the forward direction, in the proof of `hsum`, which says that ∑ w_k D_k² is strictly positive. There `Finset.sum_pos'` needs every term to be nonnegative and at least one to be positive. For the positive term the attempt picks a band `j` where the gap does not vanish, and `mul_pos (hw j)` then still needs a proof of `0 < D j ^ 2`. The unknown name stood where that proof should be.

The diff puts `sq_pos_of_ne_zero` in its place. This lemma says that the square of a nonzero number is positive, so applied to `hj`, the fact that `D` is nonzero at `j`, it gives just what `mul_pos` needs. Nothing else in the proof changes.
